# The built-in potential of a nondegenerate p-n junction and its logarithmic approximation

The built-in potential of a p-n junction in a single semiconductor is the equilibrium potential difference between its neutral n and p regions. Neutrality is taken here as an equation on the charge density, and the potentials are left unknown until that equation fixes them. The potential u is measured in units of the thermal voltage, from the level at which electrons and holes have equal density. In thermal equilibrium and with Boltzmann statistics, the electron and hole densities are

n = ni exp(u),  p = ni exp(−u),

where ni is the intrinsic carrier density, the same on both sides of the junction. The net charge, in elementary charges per volume, is p − n + D. The signed doping D is ND on the n side and −NA on the p side, where ND and NA are the densities of fully ionised net donors and acceptors.

For ni, ND, NA > 0, let un and up be the neutral potentials of the two sides. Then

un = arsinh(ND/(2ni)),  up = −arsinh(NA/(2ni)),
0 < (un − up) − ln(ND NA/ni²) < ni²/ND² + ni²/NA².

In nondegenerate, fully ionised device models, this bounds the error of using the logarithm for the built-in potential un − up, in units of the thermal voltage.

## From neutrality to the two bounds

Since p − n = −2ni sinh u, the charge is D − 2ni sinh u. It vanishes exactly when u = arsinh(D/(2ni)).

Take D = N > 0 and write b = exp(−u). Neutrality reads N/ni = exp(u) − b. Multiplying by ni b gives

bN = ni − ni b²,

so b < ni/N. Let δ = u − ln(N/ni), and use ln x ≤ x − 1 twice:

x = (N/ni) b = 1 − b² gives −δ ≤ −b², so δ ≥ b².
x = exp(u) ni/N gives δ ≤ (ni/N)(exp(u) − N/ni) = b ni/N < (ni/N)².

Multiplying the relation for bN by N − ni b and rearranging gives

b(N² + ni²) = ni N + ni² b³ > ni N,

hence δ > (ni N/(N² + ni²))².

Reversing D and u reverses the charge, so −up is the neutral potential for donor doping NA. The logarithm splits into ln(ND/ni) + ln(NA/ni), and adding the two excesses proves the claim.

Dividing the bounds on δ by ni² and letting ni → 0⁺ at fixed N squeezes δ/ni² to 1/N². The upper bound is therefore exact to leading order.

## Densities and charge in Lean

All quantities are real numbers. The definitions transcribe the model; `bulkPotential` names the arsinh expression without assuming that it is neutral.

```lean
import Mathlib

open Filter Topology

namespace BuiltInPotential

noncomputable section

/-- Electron density at reduced potential `u` (in units of the thermal voltage). -/
def electronDensity (ni u : ℝ) : ℝ := ni * Real.exp u

/-- Hole density at reduced potential `u`. -/
def holeDensity (ni u : ℝ) : ℝ := ni * Real.exp (-u)

/-- Net charge density, in units of the elementary charge, for signed net doping `D`
(donors count positive, acceptors negative). -/
def netCharge (ni D u : ℝ) : ℝ := holeDensity ni u - electronDensity ni u + D

/-- The reduced bulk potential `arsinh (D / (2 ni))` for net doping `D`, meant for `ni > 0`. -/
def bulkPotential (ni D : ℝ) : ℝ := Real.arsinh (D / (2 * ni))
```

## The neutral potential and its mirror image

The next theorem proves that the arsinh value is neutral and that no other value is. Its `key` step is the sinh form of the charge; `Real.arsinh_sinh` and `Real.sinh_arsinh` give the two directions.

```lean
/-- For `ni > 0` and any net doping, the semiconductor is neutral exactly at the
bulk potential. -/
theorem neutral_iff {ni D u : ℝ} (hni : 0 < ni) :
    netCharge ni D u = 0 ↔ u = bulkPotential ni D := by
  have key : netCharge ni D u = D - 2 * ni * Real.sinh u := by
    unfold netCharge holeDensity electronDensity
    rw [Real.sinh_eq]
    ring
  rw [key]
  unfold bulkPotential
  constructor
  · intro h
    have hs : Real.sinh u = D / (2 * ni) := by
      rw [eq_div_iff (by positivity)]
      linarith
    rw [← hs, Real.arsinh_sinh]
  · intro h
    have hc : 2 * ni * (D / (2 * ni)) = D := by field_simp
    rw [h, Real.sinh_arsinh]
    linarith
```

The sign reversal follows by expanding the definitions.

```lean
/-- Reversing the signs of both doping and potential reverses the net charge. -/
theorem netCharge_neg (ni D u : ℝ) : netCharge ni (-D) (-u) = -netCharge ni D u := by
  unfold netCharge holeDensity electronDensity
  rw [neg_neg]
  ring
```

## Bounding the excess on one side

Here `hbN` is the relation for bN, and `Real.log_le_sub_one_of_pos` supplies both logarithmic inequalities.

The algebra rests on `linear_combination`, which proves an equation by exhibiting it as a combination of known ones and leaving a polynomial identity to check. To that check, `Real.exp u` and `Real.exp (-u)` are unrelated variables, so their product rule must be supplied as `hab`. In `hbN`, the neutrality equation `h` is multiplied by `Real.exp (-u)` and the product rule `hab` by `ni`, and the two are added.

```lean
/-- For `ni, N > 0`, the neutral potential of material with net donor doping `N` exceeds
`ln (N / ni)` by an amount between `(ni N / (N² + ni²))²` and `(ni / N)²`. -/
theorem excess_bounds {ni N u : ℝ} (hni : 0 < ni) (hN : 0 < N)
    (h : netCharge ni N u = 0) :
    (ni * N / (N ^ 2 + ni ^ 2)) ^ 2 < u - Real.log (N / ni) ∧
      u - Real.log (N / ni) < (ni / N) ^ 2 := by
  unfold netCharge holeDensity electronDensity at h
  have ha := Real.exp_pos u
  have hb := Real.exp_pos (-u)
  have hab : Real.exp u * Real.exp (-u) = 1 := by
    rw [← Real.exp_add, add_neg_cancel, Real.exp_zero]
  have hr : 0 < N / ni := div_pos hN hni
  have hs : 0 < ni / N := div_pos hni hN
  have hrel : N / ni = Real.exp u - Real.exp (-u) := by
    rw [div_eq_iff hni.ne']
    linear_combination h
  -- neutrality expressed through the minority carriers
  have hbN : Real.exp (-u) * N = ni - ni * Real.exp (-u) ^ 2 := by
    linear_combination Real.exp (-u) * h + ni * hab
  constructor
  · -- `ln x ≤ x - 1` at `x = (N / ni) exp (-u)`
    have h1 := Real.log_le_sub_one_of_pos (mul_pos hr hb)
    rw [Real.log_mul hr.ne' hb.ne', Real.log_exp] at h1
    have h2 : N / ni * Real.exp (-u) - 1 = -Real.exp (-u) ^ 2 := by
      rw [hrel]
      linear_combination hab
    have h3 : ni * N / (N ^ 2 + ni ^ 2) < Real.exp (-u) := by
      rw [div_lt_iff₀ (by positivity)]
      have h4 : Real.exp (-u) * (N ^ 2 + ni ^ 2)
          = ni * N + ni ^ 2 * Real.exp (-u) ^ 3 := by
        linear_combination (N - ni * Real.exp (-u)) * hbN
      have h5 : 0 < ni ^ 2 * Real.exp (-u) ^ 3 := by positivity
      linarith
    have h6 := pow_lt_pow_left₀ h3 (by positivity) two_ne_zero
    linarith
  · -- `ln x ≤ x - 1` at `x = exp u (ni / N)`
    have h1 := Real.log_le_sub_one_of_pos (mul_pos ha hs)
    have hinv : Real.log (ni / N) = -Real.log (N / ni) := by
      rw [← Real.log_inv, inv_div]
    rw [Real.log_mul ha.ne' hs.ne', Real.log_exp, hinv] at h1
    have h2 : ni / N * (N / ni) = 1 := by field_simp
    rw [hrel] at h2
    have h3 : Real.exp (-u) < ni / N := by
      rw [lt_div_iff₀ hN, hbN]
      have h4 : 0 < ni * Real.exp (-u) ^ 2 := by positivity
      linarith
    have h5 := mul_lt_mul_of_pos_right h3 hs
    nlinarith
```

## Joining the two sides

```lean
/-- For positive densities, the logarithm in the textbook built-in potential is the sum of
one contribution from each side of the junction. -/
theorem log_split {ni ND NA : ℝ} (hni : 0 < ni) (hD : 0 < ND) (hA : 0 < NA) :
    Real.log (ND * NA / ni ^ 2) = Real.log (ND / ni) + Real.log (NA / ni) := by
  rw [← Real.log_mul (div_pos hD hni).ne' (div_pos hA hni).ne']
  congr 1
  ring
```

In the main theorem, `hn` and `hp` state neutrality deep in each region. They are assumptions about the bulk; the depletion layer and Poisson's equation do not enter. The proof turns `hp` into an n-side statement about `-up` and adds the two pairs of bounds.

Neutrality of the p side alone does not make the excess positive. Take ni = ND = NA = 1 and un = up = −arsinh(1/2): the p side is neutral, the n side has charge 2, and both the potential difference and the logarithm are zero.

```lean
/-- For `ni, ND, NA > 0`, neutrality on both sides of a p-n junction fixes the two bulk
potentials, and their difference exceeds `ln (ND NA / ni²)` by a positive amount
smaller than `ni²/ND² + ni²/NA²`. -/
theorem built_in_potential {ni ND NA un up : ℝ} (hni : 0 < ni) (hD : 0 < ND) (hA : 0 < NA)
    (hn : netCharge ni ND un = 0) (hp : netCharge ni (-NA) up = 0) :
    un = Real.arsinh (ND / (2 * ni)) ∧ up = -Real.arsinh (NA / (2 * ni)) ∧
      0 < (un - up) - Real.log (ND * NA / ni ^ 2) ∧
      (un - up) - Real.log (ND * NA / ni ^ 2) < ni ^ 2 / ND ^ 2 + ni ^ 2 / NA ^ 2 := by
  -- the p side is the mirror image of an n side with doping `NA`
  have hp' : netCharge ni NA (-up) = 0 := by
    have h := netCharge_neg ni (-NA) up
    rw [neg_neg, hp, neg_zero] at h
    exact h
  have eA : -up = Real.arsinh (NA / (2 * ni)) := (neutral_iff hni).1 hp'
  obtain ⟨l1, u1⟩ := excess_bounds hni hD hn
  obtain ⟨l2, u2⟩ := excess_bounds hni hA hp'
  have p1 := sq_nonneg (ni * ND / (ND ^ 2 + ni ^ 2))
  have p2 := sq_nonneg (ni * NA / (NA ^ 2 + ni ^ 2))
  rw [div_pow] at u1 u2
  rw [log_split hni hD hA]
  exact ⟨(neutral_iff hni).1 hn, by linarith, by linarith, by linarith⟩
```

## The leading-order error

The filter `𝓝[>] 0` expresses ni → 0 through positive values. The first proof is the squeeze; the second adds the two sides, using that arsinh is odd.

```lean
/-- For doping `N > 0`, the excess of the bulk potential over `ln (N / ni)`, divided by `ni²`,
tends to `1 / N²` as `ni` tends to zero from above. -/
theorem excess_limit {N : ℝ} (hN : 0 < N) :
    Tendsto (fun ni : ℝ => (bulkPotential ni N - Real.log (N / ni)) / ni ^ 2)
      (𝓝[>] 0) (𝓝 (1 / N ^ 2)) := by
  have hlow : Tendsto (fun ni : ℝ => (N / (N ^ 2 + ni ^ 2)) ^ 2)
      (𝓝[>] 0) (𝓝 (1 / N ^ 2)) := by
    have hne : N ^ 2 + (0 : ℝ) ^ 2 ≠ 0 := by positivity
    have hnum : ContinuousAt (fun _ : ℝ => N) 0 := continuousAt_const
    have hden : ContinuousAt (fun ni : ℝ => N ^ 2 + ni ^ 2) 0 := by fun_prop
    have hc : ContinuousAt (fun ni : ℝ => (N / (N ^ 2 + ni ^ 2)) ^ 2) 0 :=
      (hnum.div hden hne).pow 2
    have h0 : (N / (N ^ 2 + (0 : ℝ) ^ 2)) ^ 2 = 1 / N ^ 2 := by
      rw [zero_pow two_ne_zero, add_zero]
      field_simp
    rw [← h0]
    exact hc.tendsto.mono_left nhdsWithin_le_nhds
  -- squeeze between the two bounds on the excess
  refine tendsto_of_tendsto_of_tendsto_of_le_of_le' hlow tendsto_const_nhds ?_ ?_
  · filter_upwards [self_mem_nhdsWithin] with ni hmem
    have hni : 0 < ni := hmem
    have h := (excess_bounds hni hN ((neutral_iff hni).2 rfl)).1
    rw [le_div_iff₀ (by positivity)]
    calc (N / (N ^ 2 + ni ^ 2)) ^ 2 * ni ^ 2 = (ni * N / (N ^ 2 + ni ^ 2)) ^ 2 := by ring
      _ ≤ _ := h.le
  · filter_upwards [self_mem_nhdsWithin] with ni hmem
    have hni : 0 < ni := hmem
    have h := (excess_bounds hni hN ((neutral_iff hni).2 rfl)).2
    rw [div_le_iff₀ (by positivity)]
    calc _ ≤ (ni / N) ^ 2 := h.le
      _ = 1 / N ^ 2 * ni ^ 2 := by ring

/-- For `ND, NA > 0`, the excess of the built-in potential over `ln (ND NA / ni²)`, divided by
`ni²`, tends to `1/ND² + 1/NA²` as `ni` tends to zero from above. -/
theorem built_in_excess_limit {ND NA : ℝ} (hD : 0 < ND) (hA : 0 < NA) :
    Tendsto (fun ni : ℝ => (bulkPotential ni ND - bulkPotential ni (-NA)
        - Real.log (ND * NA / ni ^ 2)) / ni ^ 2)
      (𝓝[>] 0) (𝓝 (1 / ND ^ 2 + 1 / NA ^ 2)) := by
  refine ((excess_limit hD).add (excess_limit hA)).congr' ?_
  filter_upwards [self_mem_nhdsWithin] with ni hmem
  have hni : 0 < ni := hmem
  have hodd : bulkPotential ni (-NA) = -bulkPotential ni NA := by
    unfold bulkPotential
    rw [neg_div, Real.arsinh_neg]
  rw [log_split hni hD hA, hodd]
  ring
```

## When the logarithm is exact

If the dopings are replaced by the actual majority densities, the logarithm has no error, because

n(un) p(up)/ni² = exp(un − up).

This holds for every ni > 0, whether or not the two points are neutral. The excess thus comes from equating majority density with doping, which neglects the minority carriers.

```lean
/-- For `ni > 0`, the potential difference between two points is exactly `ln (n p / ni²)`, with
`n` the electron density at the first point and `p` the hole density at the second. -/
theorem potential_difference_eq_log {ni : ℝ} (hni : 0 < ni) (un up : ℝ) :
    un - up = Real.log (electronDensity ni un * holeDensity ni up / ni ^ 2) := by
  have h : electronDensity ni un * holeDensity ni up / ni ^ 2 = Real.exp (un - up) := by
    unfold electronDensity holeDensity
    rw [div_eq_iff (pow_ne_zero 2 hni.ne'), sub_eq_add_neg, Real.exp_add]
    ring
  rw [h, Real.log_exp]

end

end BuiltInPotential
```

```lean
#print axioms BuiltInPotential.built_in_potential
#print axioms BuiltInPotential.built_in_excess_limit
#print axioms BuiltInPotential.potential_difference_eq_log
```

```
'BuiltInPotential.built_in_potential' depends on axioms: [propext, Classical.choice, Quot.sound]
'BuiltInPotential.built_in_excess_limit' depends on axioms: [propext, Classical.choice, Quot.sound]
'BuiltInPotential.potential_difference_eq_log' depends on axioms: [propext, Classical.choice, Quot.sound]
```
